# Among arrangements of concentric positive charge shells with given total charge and rms radius, a single shell maximises the first-order finite-nucleus shift for radial electron density $r^a$, $0<a<2$

Two nuclei with the same rms charge radius can shift an electron level by different amounts in a heavy atom. If all the charge is moved onto one shell at that radius, the shift generally changes, and a bound tells in advance whether the replacement can give too much or too little. For finitely many concentric shells of positive charge and a fixed radial electron density $r^a$ (volume factor $r^2$ included) with $0<a<2$, the single shell never gives too little to first order.

## Shells, density and potential

Let shell $i$ have radius $s_i>0$ and carry a fraction $w_i$ of the nuclear charge. The index type `ι` is finite, and its elements label the shells.

In Lean 4 with Mathlib:

```lean
import Mathlib

open Finset MeasureTheory

namespace FiniteNucleusShift

noncomputable section

variable {ι : Type*} [Fintype ι]
```

Take the radial electron density, with the volume factor $r^2$ included, to be $r^a$. This is the leading point-nucleus behaviour, here kept inside the nucleus too, so the response of the density to the finite nucleus is neglected. A unit shell of radius $s$ has potential $1/s$ inside and $1/r$ outside. Relative to a point charge, its shift is

$$\int_0^s r^a\left(\frac1r-\frac1s\right)dr .$$

In atomic units, multiplying by the nuclear charge and the density's prefactor gives the first-order upward energy shift.

```lean
/-- Shift integral of one unit-charge shell of radius `s > 0`: the electron density `r ^ a`
weighted with the difference between the point-charge and shell potentials inside the shell. -/
def shellShift (a s : ℝ) : ℝ := ∫ r in (0 : ℝ)..s, r ^ a * (1 / r - 1 / s)
```

The nucleus carries the weighted sum of these shifts.

```lean
/-- Shift of a nucleus made of shells with weights `w i` and radii `s i > 0`. -/
def nuclearShift (w s : ι → ℝ) (a : ℝ) : ℝ := ∑ i, w i * shellShift a (s i)
```

Its potential, per unit charge, is $V(r)=\sum_i w_i/\max(r,s_i)$.

```lean
/-- Electrostatic potential at distance `r` of shells with weights `w i` and radii `s i > 0`:
each shell acts as a point charge outside and gives a constant inside. -/
def nuclearPotential (w s : ι → ℝ) (r : ℝ) : ℝ := ∑ i, w i / max r (s i)
```

The size of the nucleus is measured by $M=\sum_i w_i s_i^2$, which is the mean square radius when the weights sum to one.

```lean
/-- Weighted sum of the squared shell radii: the mean square charge radius when the weights `w i`
sum to one. -/
def meanSquareRadius (w s : ι → ℝ) : ℝ := ∑ i, w i * s i ^ 2
```

## The weighted sum is the shift of the whole nucleus

The integrand for one shell is $r^{a-1}-r^a/\max(r,s)$. For $a>0$ the first term is integrable at the origin, since $a-1>-1$; the second is $r^a$ times a continuous function. The proof establishes these two facts separately and subtracts.

```lean
/-- For `a > 0` and a shell of radius `s > 0`, the density-weighted potential difference is
integrable on every interval of nonnegative distances. -/
theorem integrable_difference {a s x y : ℝ} (ha : 0 < a) (hs : 0 < s) (hx : 0 ≤ x)
    (hxy : x ≤ y) :
    IntervalIntegrable (fun r : ℝ => r ^ a * (1 / r - 1 / max r s)) volume x y := by
  have hc : Continuous (fun r : ℝ => 1 / max r s) :=
    continuous_const.div (continuous_id.max continuous_const)
      (fun r => (lt_max_of_lt_right hs).ne')
  have h1 : IntervalIntegrable (fun r : ℝ => r ^ (a - 1)) volume x y :=
    intervalIntegral.intervalIntegrable_rpow' (by linarith)
  have h2 : IntervalIntegrable (fun r : ℝ => r ^ a) volume x y :=
    intervalIntegral.intervalIntegrable_rpow' (by linarith)
  have h3 := h1.sub (h2.mul_continuousOn hc.continuousOn)
  rw [intervalIntegrable_iff] at h3 ⊢
  refine h3.congr_fun (fun r hr => ?_) measurableSet_uIoc
  rw [Set.uIoc_of_le hxy] at hr
  have hr0 : r ≠ 0 := (lt_of_le_of_lt hx hr.1).ne'
  change r ^ (a - 1) - r ^ a * (1 / max r s) = r ^ a * (1 / r - 1 / max r s)
  rw [Real.rpow_sub_one hr0]
  ring
```

Because $\sum_i w_i=1$, the point potential can be shared among the shells:

$$\frac1r-V(r)=\sum_i w_i\left(\frac1r-\frac1{\max(r,s_i)}\right).$$

Multiply by $r^a$ and integrate to any $R$ with $s_i\le R$ for all $i$. Each term vanishes beyond $s_i$ and leaves the one-shell integral below it. In the code, `hsplit` is the displayed identity multiplied by $r^a$, while `hout` and `hin` treat the two ranges. The weights need not be positive here.

```lean
/-- For `a > 0` and weights summing to one, the nuclear shift is the density-weighted difference
between the point-charge and nuclear potentials, integrated to any `R` enclosing all shells,
whose radii are positive. -/
theorem integral_potential_difference {w s : ι → ℝ} {a R : ℝ} (ha : 0 < a)
    (hw1 : ∑ i, w i = 1) (hs : ∀ i, 0 < s i) (hR0 : 0 ≤ R) (hR : ∀ i, s i ≤ R) :
    ∫ r in (0 : ℝ)..R, r ^ a * (1 / r - nuclearPotential w s r) = nuclearShift w s a := by
  -- the unit total charge distributes the point potential over the shells
  have hsplit : ∀ r : ℝ, r ^ a * (1 / r - nuclearPotential w s r)
      = ∑ i, w i * (r ^ a * (1 / r - 1 / max r (s i))) := by
    intro r
    have h : ∑ i, w i * (r ^ a * (1 / r - 1 / max r (s i)))
        = ∑ i, (w i * (r ^ a * (1 / r)) - r ^ a * (w i / max r (s i))) :=
      Finset.sum_congr rfl fun i _ => by ring
    rw [h, Finset.sum_sub_distrib, ← Finset.sum_mul, ← Finset.mul_sum, hw1, nuclearPotential]
    ring
  simp only [hsplit]
  rw [intervalIntegral.integral_finsetSum
    (fun i _ => (integrable_difference ha (hs i) le_rfl hR0).const_mul (w i))]
  refine Finset.sum_congr rfl fun i _ => ?_
  rw [intervalIntegral.integral_const_mul]
  congr 1
  rw [← intervalIntegral.integral_add_adjacent_intervals
    (integrable_difference ha (hs i) le_rfl (hs i).le)
    (integrable_difference ha (hs i) (hs i).le (hR i))]
  -- outside its own radius a shell is indistinguishable from a point charge
  have hout : ∫ r in (s i)..R, r ^ a * (1 / r - 1 / max r (s i))
      = ∫ _r in (s i)..R, (0 : ℝ) :=
    intervalIntegral.integral_congr fun r hr => by
      rw [Set.uIcc_of_le (hR i)] at hr
      simp only [max_eq_left hr.1, sub_self, mul_zero]
  have hin : ∫ r in (0 : ℝ)..(s i), r ^ a * (1 / r - 1 / max r (s i)) = shellShift a (s i) :=
    intervalIntegral.integral_congr fun r hr => by
      rw [Set.uIcc_of_le (hs i).le] at hr
      simp only [max_eq_right hr.2]
  rw [hout, hin, intervalIntegral.integral_zero, add_zero]
```

## The shift is a radial moment

For one shell,

$$\int_0^s\left(r^{a-1}-\frac{r^a}{s}\right)dr=\frac{s^a}{a}-\frac{s^a}{a+1}=\frac{s^a}{a(a+1)} .$$

The proof rewrites the integrand in this form and applies `integral_rpow` to both powers.

```lean
/-- A single shell of radius `s > 0` has shift `s ^ a / (a (a + 1))` when `a > 0`. -/
theorem shellShift_eq {a s : ℝ} (ha : 0 < a) (hs : 0 < s) :
    shellShift a s = s ^ a / (a * (a + 1)) := by
  have h : shellShift a s = ∫ r in (0 : ℝ)..s, (r ^ (a - 1) - 1 / s * r ^ a) := by
    refine intervalIntegral.integral_congr_ae (Filter.Eventually.of_forall fun r hr => ?_)
    rw [Set.uIoc_of_le hs.le] at hr
    rw [Real.rpow_sub_one hr.1.ne']
    ring
  have ha1 : a + 1 ≠ 0 := by positivity
  rw [h, intervalIntegral.integral_sub
      (intervalIntegral.intervalIntegrable_rpow' (by linarith))
      ((intervalIntegral.intervalIntegrable_rpow' (by linarith)).const_mul _),
    intervalIntegral.integral_const_mul, integral_rpow (Or.inl (by linarith)),
    integral_rpow (Or.inl (by linarith)), sub_add_cancel, Real.zero_rpow ha.ne',
    Real.zero_rpow ha1, Real.rpow_add_one hs.ne']
  field_simp
  ring
```

Summing over shells gives $\sum_i w_i s_i^a/(a(a+1))$.

```lean
/-- For `a > 0` and positive radii, the nuclear shift is the `a`-th radial moment of the charge
divided by `a (a + 1)`. -/
theorem nuclearShift_eq {w s : ι → ℝ} {a : ℝ} (ha : 0 < a) (hs : ∀ i, 0 < s i) :
    nuclearShift w s a = (∑ i, w i * s i ^ a) / (a * (a + 1)) := by
  rw [nuclearShift, Finset.sum_div]
  refine Finset.sum_congr rfl fun i _ => ?_
  rw [shellShift_eq ha (hs i), mul_div_assoc]
```

## Concavity in the squared radius

For $0<a<2$ the function $x\mapsto x^{a/2}$ is strictly concave on $[0,\infty)$. Jensen's inequality at the points $s_i^2$ gives

$$\sum_i w_i s_i^a=\sum_i w_i (s_i^2)^{a/2}\le\Big(\sum_i w_i s_i^2\Big)^{a/2}=M^{a/2}.$$

Dividing by $a(a+1)>0$ gives the bound. Since every weight is positive, equality forces each $s_j^2$ to equal $M$, and positive radii with equal squares are equal. Conversely, if all radii agree, each $s_j^2$ is $M$. A shell of zero weight could have any radius without changing either side, so the equality clause needs nonzero weights.

For example, at $a=1$, equal weights on radii 1 and 7 give rms radius 5 and shift 2, whereas a single shell at 5 gives 2.5.

The theorem states the inequality and the equality criterion together. In its proof, `hle` is Jensen's inequality and `heq` its equality case.

```lean
/-- For `0 < a < 2`, positive radii and positive weights summing to one, the nuclear shift is at
most `M ^ (a / 2) / (a (a + 1))`, where `M` is the mean square radius, with equality exactly when
all radii agree. -/
theorem nuclearShift_le {w s : ι → ℝ} {a : ℝ} (ha : 0 < a) (ha2 : a < 2)
    (hw : ∀ i, 0 < w i) (hw1 : ∑ i, w i = 1) (hs : ∀ i, 0 < s i) :
    nuclearShift w s a ≤ meanSquareRadius w s ^ (a / 2) / (a * (a + 1)) ∧
    (nuclearShift w s a = meanSquareRadius w s ^ (a / 2) / (a * (a + 1)) ↔
      ∀ i j, s i = s j) := by
  have hp : ∀ i, (s i ^ 2) ^ (a / 2) = s i ^ a := fun i => by
    rw [← Real.rpow_two, ← Real.rpow_mul (hs i).le, show (2 : ℝ) * (a / 2) = a by ring]
  -- strict concavity of `x ^ (a / 2)` in the squared radius
  have hc := Real.strictConcaveOn_rpow (p := a / 2) (by linarith) (by linarith)
  have hmem : ∀ i ∈ (univ : Finset ι), s i ^ 2 ∈ Set.Ici (0 : ℝ) := fun i _ => sq_nonneg (s i)
  have hle : ∑ i, w i • (s i ^ 2) ^ (a / 2) ≤ (∑ i, w i • s i ^ 2) ^ (a / 2) :=
    hc.concaveOn.le_map_sum (fun i _ => (hw i).le) hw1 hmem
  have heq : (∑ i, w i • s i ^ 2) ^ (a / 2) = ∑ i, w i • (s i ^ 2) ^ (a / 2) ↔
      ∀ j ∈ (univ : Finset ι), s j ^ 2 = ∑ i, w i • s i ^ 2 :=
    hc.map_sum_eq_iff (fun i _ => hw i) hw1 hmem
  simp only [smul_eq_mul, hp] at hle heq
  have hd : 0 < a * (a + 1) := by positivity
  rw [nuclearShift_eq ha hs, meanSquareRadius, div_left_inj' hd.ne']
  refine ⟨(div_le_div_iff_of_pos_right hd).2 hle, fun h i j => ?_, fun h => ?_⟩
  · have h' := heq.1 h.symm
    have hij : s i ^ 2 = s j ^ 2 := (h' i (mem_univ i)).trans (h' j (mem_univ j)).symm
    exact (pow_left_inj₀ (hs i).le (hs j).le two_ne_zero).1 hij
  · refine (heq.2 fun j _ => ?_).symm
    calc s j ^ 2 = (∑ i, w i) * s j ^ 2 := by rw [hw1, one_mul]
      _ = ∑ i, w i * s i ^ 2 := by
        rw [Finset.sum_mul]
        exact Finset.sum_congr rfl fun i _ => by rw [h i j]
```

## The nonrelativistic endpoint

At $a=2$, the exponent for a nonrelativistic s electron, the moment is $M$ itself and $a(a+1)=6$. The shift is $M/6$, whatever the arrangement of the shells.

```lean
/-- At the nonrelativistic exponent `a = 2`, the shift of shells with positive radii is one sixth of
the weighted sum of squared radii, which is the mean square radius when the weights sum to one. -/
theorem nuclearShift_two {w s : ι → ℝ} (hs : ∀ i, 0 < s i) :
    nuclearShift w s 2 = meanSquareRadius w s / 6 := by
  rw [nuclearShift_eq two_pos hs, show (2 : ℝ) * (2 + 1) = 6 by norm_num]
  simp only [Real.rpow_two, meanSquareRadius]
```

## The Dirac exponent

For $s_{1/2}$ and $p_{1/2}$ electrons at a point nucleus, the leading Dirac exponent is $a=2\sqrt{1-\zeta^2}$, with $\zeta=Z\alpha$, where $Z$ is the nuclear charge number and $\alpha$ the fine-structure constant. This exponent is taken as given here, without solving the Dirac equation. For $0<\zeta<1$ it lies strictly between 0 and 2, and the bound is the shift of one shell at the rms radius:

$$\frac{(\sqrt M)^a}{a(a+1)}=\frac{M^{a/2}}{a(a+1)} .$$

The proof checks the range of $a$ and that $M>0$, rewrites the single-shell shift in this way, and applies `nuclearShift_le`. For an $s_{1/2}$ or $p_{1/2}$ level, replacing finitely many shells by a single shell of the same rms radius therefore never makes the first-order upward shift too small. A relativistic calculation that solves for the orbitals in the finite-nucleus potential also includes the response of the density, which this bound doesn't cover.

```lean
/-- For the Dirac exponent `a = 2 √(1 - ζ²)` with coupling `ζ = Zα` between 0 and 1, positive radii
and positive weights summing to one, the shift is at most that of a single shell at the rms
radius, with equality exactly when all radii agree. -/
theorem dirac_shift_le_single_shell {w s : ι → ℝ} {ζ : ℝ} (h0 : 0 < ζ) (h1 : ζ < 1)
    (hw : ∀ i, 0 < w i) (hw1 : ∑ i, w i = 1) (hs : ∀ i, 0 < s i) :
    nuclearShift w s (2 * √(1 - ζ ^ 2)) ≤
      shellShift (2 * √(1 - ζ ^ 2)) (√(meanSquareRadius w s)) ∧
    (nuclearShift w s (2 * √(1 - ζ ^ 2)) =
      shellShift (2 * √(1 - ζ ^ 2)) (√(meanSquareRadius w s)) ↔ ∀ i j, s i = s j) := by
  have hg : 0 < √(1 - ζ ^ 2) := Real.sqrt_pos.2 (by nlinarith)
  have hg1 : √(1 - ζ ^ 2) < 1 := (Real.sqrt_lt' one_pos).2 (by nlinarith)
  have hne : (univ : Finset ι).Nonempty := by
    rw [Finset.nonempty_iff_ne_empty]
    intro h
    rw [h, Finset.sum_empty] at hw1
    exact zero_ne_one hw1
  have hM : 0 < meanSquareRadius w s :=
    Finset.sum_pos (fun i _ => mul_pos (hw i) (pow_pos (hs i) 2)) hne
  have ha : 0 < 2 * √(1 - ζ ^ 2) := by linarith
  have ha2 : 2 * √(1 - ζ ^ 2) < 2 := by linarith
  generalize 2 * √(1 - ζ ^ 2) = a at ha ha2 ⊢
  -- the bound of the main theorem is the shift of one shell at the rms radius
  rw [shellShift_eq ha (Real.sqrt_pos.2 hM), Real.sqrt_eq_rpow, ← Real.rpow_mul hM.le,
    show (1 / 2 : ℝ) * a = a / 2 by ring]
  exact nuclearShift_le ha ha2 hw hw1 hs

end

end FiniteNucleusShift
```

```lean
#print axioms FiniteNucleusShift.integral_potential_difference
#print axioms FiniteNucleusShift.nuclearShift_two
#print axioms FiniteNucleusShift.dirac_shift_le_single_shell
```

```
'FiniteNucleusShift.integral_potential_difference' depends on axioms: [propext, Classical.choice, Quot.sound]
'FiniteNucleusShift.nuclearShift_two' depends on axioms: [propext, Classical.choice, Quot.sound]
'FiniteNucleusShift.dirac_shift_le_single_shell' depends on axioms: [propext, Classical.choice, Quot.sound]
```
